# Three-point power-law extrapolation with a fitted exponent: when a fit exists, and its uniqueness

Let $a, b, c$ be energies of one molecule computed in three basis sets of increasing cardinal number $x<y<z$, for instance $2, 3, 4$ for double-, triple- and quadruple-zeta sets. An extrapolation to the complete basis passes the curve

$$E + A X^{-p},\qquad A>0,\quad p>0,$$

through the three points and reads off the limit $E$. The signs of $A$ and $p$ express that the energy falls towards its limit as the basis grows. The exponent $p$ is fitted along with $E$ and $A$, so there are three equations for three unknowns. For which energies do they have a solution, and can they have two?

The answer bears on basis-set extrapolation in electronic structure theory, for a single power term passed exactly through three energies. That the computed energies follow such a law beyond the third point, so that $E$ is the true basis-set limit, is a physical assumption that the theorems leave open.

In Lean all quantities are real numbers, including the cardinal numbers, and `Real.log` is the natural logarithm.

```lean
import Mathlib

namespace FittedExponentExtrapolation

noncomputable section
```

The curve is `powerLaw`.

```lean
/-- The extrapolation formula `E + A X^(-p)` for the energy at cardinal number `X > 0`. -/
def powerLaw (E A p X : ℝ) : ℝ := E + A * X ^ (-p)
```

`IsFit` collects the two sign conditions and the three interpolation equations.

```lean
/-- The power law with amplitude `A > 0` and exponent `p > 0` passes through the energies
`a, b, c` at the cardinal numbers `x, y, z`. -/
def IsFit (x y z a b c E A p : ℝ) : Prop :=
  0 < A ∧ 0 < p ∧ a = powerLaw E A p x ∧ b = powerLaw E A p y ∧ c = powerLaw E A p z
```

The energies enter the equation for the exponent only through the ratio of successive energy gaps, $r=(a-b)/(b-c)$.

```lean
/-- Ratio of the first energy gap to the second, for `b ≠ c`. -/
def gapRatio (a b c : ℝ) : ℝ := (a - b) / (b - c)
```

With the logarithmic spacings $s=\ln(y/x)$ and $t=\ln(z/y)$, define for a trial exponent $p$ the mismatch

$$M(p) = (e^{sp}-1) - r\,(1-e^{-tp}).$$

Part (d) connects its zeros with fits. In parts (a) to (c), $s$ and $t$ are any positive numbers and $r$ is any real number.

```lean
/-- Mismatch of a trial exponent `p` with the gap ratio `r`, where `s` and `t` are the
logarithmic spacings of the cardinal numbers. -/
def mismatch (s t r p : ℝ) : ℝ :=
  (Real.exp (s * p) - 1) - r * (1 - Real.exp (-(t * p)))
```

## (a) A lower bound on the gap ratio

**Task.** Let $p>0$ and $M(p)=0$. Show that
$$r > \frac{s}{t}.$$

**Solution.** For $u\neq0$ we have $e^u>1+u$. With $u=sp$ this gives $e^{sp}-1>sp>0$, and with $u=-tp$ it gives $1-e^{-tp}<tp$, where the left side is positive because $tp>0$. Since $r(1-e^{-tp})=e^{sp}-1>0$, the ratio $r$ is positive. Hence
$$sp < e^{sp}-1 = r(1-e^{-tp}) < r\,tp,$$
and division by $tp$ gives the claim.

In the proof, `h1` and `h2` are the two exponential inequalities, `hr` is the sign of $r$, and `h5` is the chain above.

```lean
/-- For positive logarithmic spacings, a positive exponent without mismatch forces the gap
ratio above the ratio of the spacings. -/
theorem ratio_gt_of_root {s t r p : ℝ} (hs : 0 < s) (ht : 0 < t) (hp : 0 < p)
    (h : mismatch s t r p = 0) : s / t < r := by
  unfold mismatch at h
  have hsp := mul_pos hs hp
  have htp := mul_pos ht hp
  have h1 := Real.add_one_lt_exp hsp.ne'
  have h2 := Real.add_one_lt_exp (neg_ne_zero.2 htp.ne')
  have h3 : Real.exp (-(t * p)) < 1 := Real.exp_lt_one_iff.2 (by linarith)
  have hr : 0 < r := by
    by_contra hn
    nlinarith [mul_nonneg (neg_nonneg.2 (not_lt.1 hn)) (sub_pos.2 h3).le]
  rw [div_lt_iff₀ ht]
  have h4 : r * (1 - Real.exp (-(t * p))) < r * (t * p) :=
    mul_lt_mul_of_pos_left (by linarith) hr
  have h5 : s * p < (r * t) * p := by nlinarith
  exact lt_of_mul_lt_mul_right h5 hp.le
```

## (b) The sign of the mismatch beyond a zero

**Task.** Let $0<p<q$ and $M(p)=0$. Show that
$$M(q)>0.$$

**Solution.** Put $\lambda=p/q$, so $0<\lambda<1$. The exponential is strictly convex, so between the arguments $0$ and $kq$ it lies below the chord joining its values there: for $k\ne0$,
$$e^{kp} < 1-\lambda+\lambda e^{kq}.$$
Taking $k=s$ gives $e^{sp}-1<\lambda(e^{sq}-1)$. Taking $k=-t$ gives $1-e^{-tp}>\lambda(1-e^{-tq})$. By (a), $r>0$, so the second inequality may be multiplied by $r$ and subtracted from the first:
$$0=M(p)<\lambda M(q).$$

The Lean proof writes `l` for $\lambda$. The step `chord` is the convexity inequality, used at `s` and at `-t`, and the last line cancels $\lambda$.

```lean
/-- For positive logarithmic spacings, the mismatch is positive at every exponent beyond a
positive exponent without mismatch. -/
theorem mismatch_pos_of_root_lt {s t r p q : ℝ} (hs : 0 < s) (ht : 0 < t) (hp : 0 < p)
    (hpq : p < q) (h : mismatch s t r p = 0) : 0 < mismatch s t r q := by
  have hr : 0 < r := (div_pos hs ht).trans (ratio_gt_of_root hs ht hp h)
  have hq := hp.trans hpq
  have hl : p / q * q = p := div_mul_cancel₀ p hq.ne'
  have hl0 : 0 < p / q := div_pos hp hq
  have hl1 : 0 < 1 - p / q := sub_pos.2 ((div_lt_one hq).2 hpq)
  generalize p / q = l at hl hl0 hl1
  -- strict convexity: between `0` and `k * q` the exponential lies below its chord
  have chord : ∀ k : ℝ, k ≠ 0 → Real.exp (k * p) < 1 - l + l * Real.exp (k * q) := by
    intro k hk
    have h := strictConvexOn_exp.2 (Set.mem_univ (0 : ℝ)) (Set.mem_univ (k * q))
      (mul_ne_zero hk hq.ne').symm hl1 hl0 (by ring)
    have harg : l * (k * q) = k * p := by linear_combination k * hl
    simp only [smul_eq_mul, mul_zero, zero_add, Real.exp_zero, mul_one] at h
    rwa [harg] at h
  have c1 := chord s hs.ne'
  have c2 := mul_lt_mul_of_pos_left (chord (-t) (neg_ne_zero.2 ht.ne')) hr
  simp only [neg_mul] at c2
  have h3 : l * 0 < l * mismatch s t r q := by
    unfold mismatch at h ⊢
    nlinarith
  exact lt_of_mul_lt_mul_left h3 hl0.le
```

## (c) Finding a zero

**Task.** Let $r>s/t$. Show that there is an exponent with
$$p>0,\qquad M(p)=0.$$

**Solution.** The slope $M'(p)=s\,e^{sp}-rt\,e^{-tp}$ vanishes at
$$p_0=\frac{\ln(rt/s)}{s+t},$$
which is positive because $rt/s>1$. Multiplying $e^{-u}>1-u$ by $e^u$ gives $e^u-1<u\,e^u$ for $u\neq0$. Use this at $u=sp_0$, and at $u=-tp_0$ with the factor $r$, and add:
$$M(p_0)<p_0\left(s\,e^{sp_0}-rt\,e^{-tp_0}\right)=0.$$
At the exponent $r/s$, on the other hand,
$$M(r/s)=(e^r-1-r)+r\,e^{-tr/s}>0.$$
As $M$ is continuous, it has a zero between these two positive exponents.

The steps `tangent`, `neg` and `pos` are the three inequalities. The intermediate value theorem is used in the form `intermediate_value_uIcc`, which doesn't ask which endpoint is the larger.

```lean
/-- For positive logarithmic spacings, a gap ratio above the ratio of the spacings is matched
by some positive exponent. -/
theorem root_exists {s t r : ℝ} (hs : 0 < s) (ht : 0 < t) (h : s / t < r) :
    ∃ p, 0 < p ∧ mismatch s t r p = 0 := by
  have hr : 0 < r := (div_pos hs ht).trans h
  have hst : 0 < s + t := add_pos hs ht
  have h1 : 1 < r * t / s := (one_lt_div hs).2 ((div_lt_iff₀ ht).1 h)
  have tangent : ∀ x : ℝ, x ≠ 0 → Real.exp x - 1 < x * Real.exp x := by
    intro x hx
    have h := Real.add_one_lt_exp (neg_ne_zero.2 hx)
    have h2 : Real.exp (-x) * Real.exp x = 1 := by
      rw [← Real.exp_add]; simp
    nlinarith [mul_lt_mul_of_pos_right h (Real.exp_pos x)]
  obtain ⟨p₀, pos₀, e₀⟩ : ∃ p₀, 0 < p₀ ∧ p₀ * (s + t) = Real.log (r * t / s) :=
    ⟨Real.log (r * t / s) / (s + t), div_pos (Real.log_pos h1) hst,
      div_mul_cancel₀ _ hst.ne'⟩
  -- the mismatch is negative where its slope vanishes
  have neg : mismatch s t r p₀ < 0 := by
    have a1 := tangent _ (mul_pos hs pos₀).ne'
    have a2 := mul_lt_mul_of_pos_left
      (tangent _ (neg_ne_zero.2 (mul_pos ht pos₀).ne')) hr
    have e1 : s * p₀ = -(t * p₀) + Real.log (r * t / s) := by linear_combination e₀
    have e2 : Real.exp (s * p₀) = Real.exp (-(t * p₀)) * (r * t / s) := by
      rw [e1, Real.exp_add, Real.exp_log (by linarith)]
    have e3 : r * t / s * s = r * t := div_mul_cancel₀ _ hs.ne'
    have e4 : s * p₀ * Real.exp (s * p₀) = r * (t * p₀ * Real.exp (-(t * p₀))) := by
      rw [e2]
      linear_combination p₀ * Real.exp (-(t * p₀)) * e3
    unfold mismatch
    linarith
  -- and positive at the exponent `r / s`
  have pos₁ : 0 < r / s := div_pos hr hs
  have pos : 0 < mismatch s t r (r / s) := by
    have e1 : s * (r / s) = r := by field_simp
    unfold mismatch
    rw [e1]
    nlinarith [mul_pos hr (Real.exp_pos (-(t * (r / s)))), Real.add_one_lt_exp hr.ne']
  have hc : Continuous (mismatch s t r) := by
    unfold mismatch; fun_prop
  obtain ⟨p, hp, hroot⟩ :=
    intermediate_value_uIcc hc.continuousOn (Set.mem_uIcc_of_le neg.le pos.le)
  refine ⟨p, ?_, hroot⟩
  rcases Set.mem_uIcc.1 hp with h | h <;> linarith [h.1]
```

## (d) Eliminating the limit and the amplitude

**Task.** Let $x>0$ and $0<y<z$. Show that $E, A, p$ form a fit if and only if $p>0$, $c<b$ and
$$M(p)=0,\qquad A=\frac{b-c}{y^{-p}-z^{-p}},\qquad E=b-A\,y^{-p}.$$

**Solution.** Write $w=y^{-p}$, $u=e^{sp}$ and $v=e^{-tp}$. Then $x^{-p}=wu$ and $z^{-p}=wv$. For a fit, subtracting the interpolation equations gives
$$a-b=Aw(u-1),\qquad b-c=Aw(1-v).$$
Since $t$ and $p$ are positive, $v<1$, so $b-c>0$. The second equation yields $A$, and the equation for $b$ yields $E$. Inserting both differences into $a-b=r(b-c)$ gives $Aw\,[u-1-r(1-v)]=0$. The bracket is $M(p)$, and $Aw>0$.

Conversely, the formula for $A$ gives $A>0$, and the formula for $E$ gives $b=E+Aw$. Then $c=b-Aw(1-v)=E+Awv$. Finally $a=b+r(b-c)=b+Aw\,r(1-v)$, which by $M(p)=0$ equals $b+Aw(u-1)=E+Awu$.

Lean makes the same substitutions: `ex` and `ez` rewrite the powers, `generalize` introduces `w`, `u` and `v`, and `linear_combination` does the algebra in both directions.

```lean
/-- For cardinal numbers `x, y > 0` and `z > y`, a fit amounts to a positive exponent without
mismatch and `c < b`, with amplitude and limit given by explicit formulas. -/
theorem isFit_iff {x y z a b c E A p : ℝ} (hx : 0 < x) (hy : 0 < y) (hyz : y < z) :
    IsFit x y z a b c E A p ↔ 0 < p ∧ c < b ∧
      mismatch (Real.log (y / x)) (Real.log (z / y)) (gapRatio a b c) p = 0 ∧
      A = (b - c) / (y ^ (-p) - z ^ (-p)) ∧ E = b - A * y ^ (-p) := by
  have hz : 0 < z := hy.trans hyz
  have ht : 0 < Real.log (z / y) := Real.log_pos ((one_lt_div hy).2 hyz)
  have ex : x ^ (-p) = y ^ (-p) * Real.exp (Real.log (y / x) * p) := by
    rw [Real.rpow_def_of_pos hx, Real.rpow_def_of_pos hy, ← Real.exp_add,
      Real.log_div hy.ne' hx.ne']
    congr 1; ring
  have ez : z ^ (-p) = y ^ (-p) * Real.exp (-(Real.log (z / y) * p)) := by
    rw [Real.rpow_def_of_pos hz, Real.rpow_def_of_pos hy, ← Real.exp_add,
      Real.log_div hz.ne' hy.ne']
    congr 1; ring
  have hw := Real.rpow_pos_of_pos hy (-p)
  have hv : 0 < p → Real.exp (-(Real.log (z / y) * p)) < 1 := fun hp =>
    Real.exp_lt_one_iff.2 (neg_lt_zero.2 (mul_pos ht hp))
  unfold IsFit powerLaw mismatch gapRatio
  rw [ex, ez]
  clear ex ez
  generalize y ^ (-p) = w at hw ⊢
  generalize Real.exp (Real.log (y / x) * p) = u
  generalize Real.exp (-(Real.log (z / y) * p)) = v at hv ⊢
  constructor
  · rintro ⟨hA, hp, ha, hb, hc⟩
    have hd : 0 < w - w * v := by nlinarith [mul_pos hw (sub_pos.2 (hv hp))]
    have hbc : b - c = A * (w - w * v) := by linear_combination hb - hc
    have hpos : 0 < b - c := by rw [hbc]; exact mul_pos hA hd
    refine ⟨hp, by linarith, ?_, ?_, by linarith⟩
    · have hr : (a - b) / (b - c) * (b - c) = a - b := div_mul_cancel₀ _ hpos.ne'
      generalize (a - b) / (b - c) = r at hr ⊢
      have h0 : A * w * (u - 1 - r * (1 - v)) = 0 := by
        linear_combination -hr - ha + hb + r * hbc
      exact (mul_eq_zero.1 h0).resolve_left (mul_pos hA hw).ne'
    · rw [eq_div_iff hd.ne']; exact hbc.symm
  · rintro ⟨hp, hcb, hm, hA, hE⟩
    have hd : 0 < w - w * v := by nlinarith [mul_pos hw (sub_pos.2 (hv hp))]
    have hbc : A * (w - w * v) = b - c := by rw [hA]; exact div_mul_cancel₀ _ hd.ne'
    have hApos : 0 < A := by rw [hA]; exact div_pos (sub_pos.2 hcb) hd
    have hr : (a - b) / (b - c) * (b - c) = a - b :=
      div_mul_cancel₀ _ (sub_pos.2 hcb).ne'
    generalize (a - b) / (b - c) = r at hr hm
    refine ⟨hApos, hp, ?_, by linarith, ?_⟩
    · linear_combination -(A * w) * hm - r * hbc - hr - hE
    · linear_combination hbc - hE
```

## (e) The criterion for a fit

**Task.** Let $0<x<y<z$ and $c<b$. Show that a fit exists if and only if
$$\frac{a-b}{b-c}>\frac{\ln(y/x)}{\ln(z/y)}.$$

**Solution.** Both spacings are now positive. A fit gives a positive zero of $M$ by (d), and (a) gives the inequality. If the inequality holds, (c) supplies a positive zero, and the formulas in (d) turn it into a fit.

```lean
/-- For cardinal numbers `0 < x < y < z` and energies with `c < b`, a power-law fit exists
exactly when the gap ratio exceeds `ln(y/x) / ln(z/y)`. -/
theorem exists_fit_iff {x y z a b c : ℝ} (hx : 0 < x) (hxy : x < y) (hyz : y < z)
    (hcb : c < b) : (∃ E A p, IsFit x y z a b c E A p) ↔
      Real.log (y / x) / Real.log (z / y) < gapRatio a b c := by
  have hy := hx.trans hxy
  have hs : 0 < Real.log (y / x) := Real.log_pos ((one_lt_div hx).2 hxy)
  have ht : 0 < Real.log (z / y) := Real.log_pos ((one_lt_div hy).2 hyz)
  constructor
  · rintro ⟨E, A, p, h⟩
    obtain ⟨hp, _, hm, _, _⟩ := (isFit_iff hx hy hyz).1 h
    exact ratio_gt_of_root hs ht hp hm
  · intro h
    obtain ⟨p, hp, hm⟩ := root_exists hs ht h
    exact ⟨_, _, p, (isFit_iff hx hy hyz).2 ⟨hp, hcb, hm, rfl, rfl⟩⟩
```

## (f) No second fit

**Task.** Let $0<x<y<z$, and let $(E,A,p)$ and $(E',A',p')$ both fit the same three energies. Show that
$$E=E',\qquad A=A',\qquad p=p'.$$

**Solution.** By (d), $M(p)=M(p')=0$. If $p<p'$, then (b) gives $M(p')>0$, a contradiction; $p'<p$ fails in the same way. So $p=p'$, and the formulas in (d) give equal amplitudes and then equal limits. In Lean the three cases come from `lt_trichotomy`.

```lean
/-- At cardinal numbers `0 < x < y < z`, two power-law fits to the same three energies have the
same limit, amplitude and exponent. -/
theorem fit_unique {x y z a b c E A p E' A' p' : ℝ} (hx : 0 < x) (hxy : x < y) (hyz : y < z)
    (h : IsFit x y z a b c E A p) (h' : IsFit x y z a b c E' A' p') :
    E = E' ∧ A = A' ∧ p = p' := by
  have hy := hx.trans hxy
  have hs : 0 < Real.log (y / x) := Real.log_pos ((one_lt_div hx).2 hxy)
  have ht : 0 < Real.log (z / y) := Real.log_pos ((one_lt_div hy).2 hyz)
  obtain ⟨hp, _, hm, hA, hE⟩ := (isFit_iff hx hy hyz).1 h
  obtain ⟨hp', _, hm', hA', hE'⟩ := (isFit_iff hx hy hyz).1 h'
  have hpp : p = p' := by
    rcases lt_trichotomy p p' with g | g | g
    · exact absurd hm' (mismatch_pos_of_root_lt hs ht hp g hm).ne'
    · exact g
    · exact absurd hm (mismatch_pos_of_root_lt hs ht hp' g hm').ne'
  subst hpp
  have hAA : A = A' := hA.trans hA'.symm
  refine ⟨?_, hAA, rfl⟩
  rw [hE, hE', hAA]
```

## (g) Double-, triple- and quadruple-zeta energies

**Task.** Let $e_2,e_3,e_4$ be the energies at $X=2,3,4$, with $e_4<e_3$. Show that a fit exists if and only if
$$\frac{e_2-e_3}{e_3-e_4}>\frac{\ln(3/2)}{\ln(4/3)}\approx1.409,$$
and that $E$, $A$ and $p$ are then unique.

**Solution.** Put $x=2$, $y=3$, $z=4$ in (e) and (f). The condition $e_2>e_3$ need not be assumed, since each side of the equivalence implies it.

The theorem is a conjunction: first the equivalence, then unique existence (`∃!`) of a triple `q`, whose components `q.1`, `q.2.1` and `q.2.2` are $E$, $A$ and $p$.

```lean
/-- For energies with `e4 < e3`, a power law through the values at cardinal numbers 2, 3, 4
exists exactly when `(e2-e3)/(e3-e4) > ln(3/2)/ln(4/3)`, and its three parameters are then
unique. -/
theorem fit_two_three_four {e2 e3 e4 : ℝ} (h : e4 < e3) :
    ((∃ E A p, IsFit 2 3 4 e2 e3 e4 E A p) ↔
      Real.log (3 / 2) / Real.log (4 / 3) < (e2 - e3) / (e3 - e4)) ∧
    (Real.log (3 / 2) / Real.log (4 / 3) < (e2 - e3) / (e3 - e4) →
      ∃! q : ℝ × ℝ × ℝ, IsFit 2 3 4 e2 e3 e4 q.1 q.2.1 q.2.2) := by
  have h2 : (0 : ℝ) < 2 := by norm_num
  have h23 : (2 : ℝ) < 3 := by norm_num
  have h34 : (3 : ℝ) < 4 := by norm_num
  have main := exists_fit_iff (a := e2) h2 h23 h34 h
  unfold gapRatio at main
  refine ⟨main, fun hr => ?_⟩
  obtain ⟨E, A, p, hf⟩ := main.2 hr
  refine ⟨(E, A, p), hf, fun q hq => ?_⟩
  obtain ⟨h1, h2, h3⟩ := fit_unique h2 h23 h34 hq hf
  exact Prod.ext h1 (Prod.ext h2 h3)

end

end FittedExponentExtrapolation
```

```lean
#print axioms FittedExponentExtrapolation.fit_two_three_four
```

```
'FittedExponentExtrapolation.fit_two_three_four' depends on axioms: [propext, Classical.choice, Quot.sound]
```

## Rising energies, and a bracket for the exponent

Take $e_2=0$, $e_3=2$, $e_4=3$. The gap ratio is $(-2)/(-1)=2$, above the threshold, yet no fit exists, because a curve with $A,p>0$ falls with $X$. So the hypothesis $e_4<e_3$ in (g) can't simply be dropped.

The argument of (b) and (c) also locates the exponent. The chord inequality shows that $M$ is negative between $0$ and its positive zero, and (b) shows that it is positive beyond. The signs found in (c) then give
$$\frac{\ln(rt/s)}{s+t}<p<\frac{r}{s},$$
a starting interval for bisection. This bracket rests on the prose argument alone. For energies that follow $X^{-3}$ exactly at $X=2,3,4$, the gap ratio is $152/37\approx4.11$, and the bracket runs from about $1.54$ to $10.1$.
